# Every one-electron energy level of a finite tight-binding chain is the normalised energy expectation value of some orbital

The model is a single electron, or equally non-interacting electrons taken one at a time, on a finite chain of `n + 1` sites, with a real matrix that has 2 on the diagonal (`2 - v` on site 0) and -1 between nearest neighbours. `exists_orbital` states that for every eigenvalue `E` of this matrix there are real amplitudes `f`, not all zero on the chain, whose unnormalised energy expectation value is `E` times the sum of their squares. Divided by that sum, the expectation value is exactly `E`. The proof takes an eigenvector `x` for `E`, extends it by zero to a function `f` on all natural numbers, and then reads off both claims from `x ≠ 0` and the eigenvalue equation.

In Lean, a first try:

```lean
import Mathlib

open Matrix Filter Topology

namespace ExistsOrbital

noncomputable section

/-- Matrix element between sites `i` and `j`: diagonal 2, lowered by `v` on site 0,
and -1 between nearest neighbours. -/
def entry (v : ℝ) (i j : ℕ) : ℝ :=
  if i = j then (if i = 0 then 2 - v else 2)
  else if i + 1 = j ∨ j + 1 = i then -1 else 0

/-- The electron-attachment matrix on a chain of `n + 1` sites. -/
def attachment (n : ℕ) (v : ℝ) : Matrix (Fin (n + 1)) (Fin (n + 1)) ℝ :=
  Matrix.of fun i j => entry v i j

/-- The attachment energies: the eigenvalues of the attachment matrix. -/
def energies (n : ℕ) (v : ℝ) : Set ℝ :=
  {E | ∃ x : Fin (n + 1) → ℝ, x ≠ 0 ∧ attachment n v *ᵥ x = E • x}

/-- The unnormalised energy expectation value of the orbital with amplitude `f k` on site `k`. -/
def expectation (n : ℕ) (v : ℝ) (f : ℕ → ℝ) : ℝ :=
  (fun i : Fin (n + 1) => f i) ⬝ᵥ (attachment n v *ᵥ fun i : Fin (n + 1) => f i)

lemma norm_eq (n : ℕ) (f : ℕ → ℝ) :
    (fun i : Fin (n + 1) => f i) ⬝ᵥ (fun i : Fin (n + 1) => f i)
      = ∑ k ∈ Finset.range (n + 1), f k ^ 2 := by
  simp only [dotProduct, Finset.sum_range, sq]

lemma exists_orbital {n : ℕ} {v E : ℝ} (hE : E ∈ energies n v) :
    ∃ f : ℕ → ℝ, 0 < ∑ k ∈ Finset.range (n + 1), f k ^ 2 ∧
      expectation n v f = E * ∑ k ∈ Finset.range (n + 1), f k ^ 2 := by
  obtain ⟨x, hx, h⟩ := hE
  obtain ⟨f, rfl⟩ : ∃ f : ℕ → ℝ, x = fun i : Fin (n + 1) => f i :=
    ⟨fun k => if h : k < n + 1 then x ⟨k, h⟩ else 0, by ext i; simp⟩
  refine ⟨f, lt_of_le_of_ne (Finset.sum_nonneg fun k _ => sq_nonneg _) ?_, ?_⟩
  · rw [← norm_eq]
    exact Ne.symm (mt dotProduct_self_eq_zero.mp hx)
  · rw [expectation, h, dotProduct_smul, smul_eq_mul, norm_eq]

end

end ExistsOrbital
```

The error:

```
Main.lean:37:53: error: unsolved goals
n : ℕ
v E : ℝ
x : Fin (n + 1) → ℝ
hx : x ≠ 0
h : attachment n v *ᵥ x = E • x
i : Fin (n + 1)
⊢ n < ↑i → x i = 0
```

Cause. The error is in the proof that `x` agrees with its extension by zero on the sites of the chain. The extension is an `if` that returns the value of `x` when the index is below `n + 1`, and 0 otherwise. After `ext i`, `simp` disposes of the first case but leaves the second: `n < ↑i → x i = 0`. This is true, because `i : Fin (n + 1)` can never satisfy `n < ↑i`, but `simp` did not use the bound carried by `i` to rule the case out, so the goal stayed open.

The repair drops `simp` and supplies that bound directly. `i.isLt` proves `↑i < n + 1`, and `dif_pos` uses it to select the first branch of the `if`, which gives `e`. The value there, `x ⟨i, _⟩`, is `x i` by definition. Since `e` has the `if` on the left and the goal has it on the right, `e.symm` closes the goal.

Lean accepts the file once it reads:

```diff
@@ -35,5 +35,8 @@
   obtain ⟨x, hx, h⟩ := hE
   obtain ⟨f, rfl⟩ : ∃ f : ℕ → ℝ, x = fun i : Fin (n + 1) => f i :=
-    ⟨fun k => if h : k < n + 1 then x ⟨k, h⟩ else 0, by ext i; simp⟩
+    ⟨fun k => if h : k < n + 1 then x ⟨k, h⟩ else 0, by
+      ext i
+      have e : (if h : (i : ℕ) < n + 1 then x ⟨i, h⟩ else 0) = x i := dif_pos i.isLt
+      exact e.symm⟩
   refine ⟨f, lt_of_le_of_ne (Finset.sum_nonneg fun k _ => sq_nonneg _) ?_, ?_⟩
   · rw [← norm_eq]
```
